# Raising-operator norms fix the total-spin weights of a state with n up and n down spins

When a Néel determinant is projected onto total spin $S$, the component that is kept has to be divided by its norm if a normalised state is wanted. For $2n$ singly occupied orthonormal orbitals, $n$ with spin up and $n$ with spin down, the square of that norm is

$$w_S=\frac{(2S+1)\,(n!)^2}{(n-S)!\,(n+S+1)!},\qquad S=0,\dots,n.$$

The theorem reaches these numbers through a condition on the raising operator $S_+$: they are the only weights on the spins $0,\dots,n$ that reproduce the squared norms of $S_+^k\Phi$ for $k=0,\dots,n$, where $\Phi$ is the normalised determinant, treated as a product state of $2n$ spins one-half. They sum to one and give $\langle S^2\rangle=n$ in units of $\hbar^2$. A pure singlet has $\langle S^2\rangle=0$, so $n$ is the spin contamination of such a determinant relative to a singlet.

## Weights tied to the norms of $S_+^k\Phi$

Take $\hbar=1$ and write $\Phi=\sum_S\psi_S$, where $\psi_S$ has total spin $S$ and $M=0$. Let $p_S=\|\psi_S\|^2$. Since $S_-S_+=S^2-S_z(S_z+1)$, a state $\chi$ with total spin $S$ and $M=i$ satisfies

$$\|S_+\chi\|^2=\big(S(S+1)-i(i+1)\big)\|\chi\|^2 .$$

Starting from $M=0$ and raising $k$ times gives $\|S_+^k\psi_S\|^2=L_k(S)\,p_S$, with

$$L_k(S)=\prod_{i<k}\big(S(S+1)-i(i+1)\big)=\prod_{i<k}(S-i)(S+i+1).$$

Because $S_+$ commutes with $S^2$, the raised components stay orthogonal, and therefore

$$\sum_{S=0}^{n}p_S\,L_k(S)=\|S_+^k\Phi\|^2 .$$

The formal theorem takes this equation as a condition on arbitrary real numbers `p S`; the passage to it from the spin components is the argument just given, and $S^2$ itself is not defined in the file. Without the condition, nothing would connect `p` to the state. In Lean, $w_S$ is `weight n S` and $L_k(S)$ is `ladder k S`.

```lean
import Mathlib

open Finset

namespace NeelSpinDistribution

noncomputable section

/-- The number `(2S+1)(n!)² / ((n-S)! (n+S+1)!)`, where `n - S` is natural-number subtraction. -/
def weight (n S : ℕ) : ℝ :=
  (2 * S + 1) * (n.factorial : ℝ) ^ 2 / (((n - S).factorial : ℝ) * ((n + S + 1).factorial : ℝ))

/-- The product of `S(S+1) - i(i+1)` over `i < k`. -/
def ladder (k S : ℕ) : ℝ := ∏ i ∈ range k, ((S : ℝ) * (S + 1) - i * (i + 1))
```

## No spin above $n$

Physically, $2n$ spins one-half cannot couple to more than $S=n$. The sums over `range (n + 1)` and the condition `S ≤ n` express this.

By hand, the cutoff is what closes a telescoping sum. Put $w_S=(2S+1)v_S$. The factorials give

$$(n+1)v_0=1,\qquad (n+S+2)\,v_{S+1}=(n-S)\,v_S\quad(S<n).$$

For any sequence $R$, it follows that

$$\sum_{S=0}^{n}v_S\big[R(S)(n+S+1)-R(S+1)(n-S)\big]=R(0),$$

because each subtracted term cancels the first term at the next $S$, and the last subtracted term contains $n-n=0$. With $R=1$ the bracket is $2S+1$, so $\sum_S w_S=1$.

For the higher moments take $R(S)=S(S-k)L_k(S)$. The product form of $L_k$ gives

$$(S+1-k)L_k(S+1)=(S+k+1)L_k(S),$$

hence $R(S+1)=(S+1)(S+k+1)L_k(S)$. Expanding in $n$, $S$ and $k$ then confirms that

$$w_SL_{k+1}(S)=v_S\big[R(S)(n+S+1)-R(S+1)(n-S)\big]+(k+1)(n-k)\,w_SL_k(S).$$

Since $R(0)=0$, summing over $S$ multiplies the $k$-th moment by $(k+1)(n-k)$. By induction,

$$\sum_{S=0}^{n}w_SL_k(S)=\prod_{i<k}(i+1)(n-i).$$

In the proof, `h0` and `hs` are the two relations for $v$, `tel` is the telescoping sum and `sh` is the shift relation for $L_k$. The closing induction on `k` uses `linear_combination` for the polynomial identity.

If the telescoping sum stopped at some $m<n$, its value would be $R(0)-R(m+1)(n-m)v_m$; this is the auxiliary statement `part`. Above $n$ the Lean formula has no physical meaning, since natural-number subtraction sets `n - S` to zero there and leaves a positive value.

```lean
/-- The sum of `weight n S * ladder k S` over `S = 0, ..., n` is the product of `(i+1)(n-i)` over `i
< k`. -/
theorem weight_moment (n k : ℕ) :
    ∑ S ∈ range (n + 1), weight n S * ladder k S = ∏ i ∈ range k, ((i : ℝ) + 1) * (n - i) := by
  obtain ⟨v, hv⟩ : ∃ v : ℕ → ℝ, ∀ S, v S = (n.factorial : ℝ) ^ 2 /
      (((n - S).factorial : ℝ) * ((n + S + 1).factorial : ℝ)) := ⟨_, fun _ => rfl⟩
  have hw : ∀ S, weight n S = (2 * S + 1) * v S := fun S => by rw [hv, weight, mul_div_assoc]
  have h0 : v 0 * (n + 1) = 1 := by
    have a : (n.factorial : ℝ) ≠ 0 := by positivity
    have b : (n : ℝ) + 1 ≠ 0 := by positivity
    rw [hv, Nat.sub_zero, Nat.add_zero, Nat.factorial_succ]
    push_cast
    field_simp
  have hs : ∀ S, S + 1 ≤ n → ((n : ℝ) + S + 2) * v (S + 1) = (n - S) * v S := by
    intro S hS
    have e1 : ((n - S).factorial : ℝ) = ((n : ℝ) - S) * ((n - (S + 1)).factorial : ℝ) := by
      rw [show n - S = (n - (S + 1)) + 1 by omega, Nat.factorial_succ]
      push_cast [Nat.cast_sub hS]
      ring
    have e2 : ((n + (S + 1) + 1).factorial : ℝ) = ((n : ℝ) + S + 2) * (n + S + 1).factorial := by
      rw [show n + (S + 1) + 1 = (n + S + 1) + 1 by omega, Nat.factorial_succ]
      push_cast
      ring
    have a : (n : ℝ) - S ≠ 0 := sub_ne_zero.2 (by exact_mod_cast (by omega : n ≠ S))
    have b : (n : ℝ) + S + 2 ≠ 0 := by positivity
    have c : ((n - (S + 1)).factorial : ℝ) ≠ 0 := by positivity
    have d : ((n + S + 1).factorial : ℝ) ≠ 0 := by positivity
    rw [hv, hv, e1, e2]
    field_simp
  -- a telescoping sum for an arbitrary sequence `R`
  have tel : ∀ R : ℕ → ℝ, ∑ S ∈ range (n + 1),
      v S * (R S * (n + S + 1) - R (S + 1) * (n - S)) = R 0 := by
    intro R
    have part : ∀ m, m ≤ n → ∑ S ∈ range (m + 1),
        v S * (R S * (n + S + 1) - R (S + 1) * (n - S)) = R 0 - R (m + 1) * (n - m) * v m := by
      intro m
      induction m with
      | zero =>
        intro _
        rw [sum_range_one]
        push_cast
        linear_combination R 0 * h0
      | succ m ih =>
        intro hm
        rw [sum_range_succ, ih (by omega)]
        push_cast
        linear_combination R (m + 1) * hs m hm
    rw [part n le_rfl]
    ring
  have sh : ∀ k S : ℕ, ((S : ℝ) + 1 - k) * ladder k (S + 1) = (S + k + 1) * ladder k S := by
    intro k S
    induction k with
    | zero => simp [ladder]
    | succ k ih =>
      simp only [ladder, prod_range_succ] at ih ⊢
      push_cast at ih ⊢
      linear_combination ((S : ℝ) - k) * (S + k + 2) * ih
  induction k with
  | zero =>
    have e : ∀ S, weight n S * ladder 0 S = v S * (1 * (n + S + 1) - 1 * (n - S)) := by
      intro S
      rw [hw, ladder, prod_range_zero]
      ring
    rw [sum_congr rfl fun S _ => e S, prod_range_zero]
    exact tel fun _ => 1
  | succ k ih =>
    obtain ⟨R, hR⟩ : ∃ R : ℕ → ℝ, ∀ S, R S = (S : ℝ) * (S - k) * ladder k S :=
      ⟨_, fun _ => rfl⟩
    have e : ∀ S, weight n S * ladder (k + 1) S =
        v S * (R S * (n + S + 1) - R (S + 1) * (n - S)) +
          ((k : ℝ) + 1) * (n - k) * (weight n S * ladder k S) := by
      intro S
      have l : ladder (k + 1) S = ladder k S * ((S : ℝ) * (S + 1) - k * (k + 1)) :=
        prod_range_succ _ _
      rw [l, hw, hR, hR]
      push_cast
      linear_combination v S * ((S : ℝ) + 1) * (n - S) * sh k S
    rw [sum_congr rfl fun S _ => e S, sum_add_distrib, tel, ← mul_sum, ih, prod_range_succ, hR]
    push_cast
    ring
```

The cases $k=0$ and $k=1$ are the normalisation and the mean of $S(S+1)$, since $L_0(S)=1$ and $L_1(S)=S(S+1)$.

```lean
/-- Over `S = 0, ..., n` the weights sum to one, and the mean of `S(S+1)` is `n`. -/
theorem weight_sum_and_mean (n : ℕ) : ∑ S ∈ range (n + 1), weight n S = 1 ∧
    ∑ S ∈ range (n + 1), weight n S * ((S : ℝ) * (S + 1)) = n :=
  ⟨by simpa [ladder] using weight_moment n 0, by simpa [ladder] using weight_moment n 1⟩
```

## As many spins up as down

The hypothesis `hA : A₀.card = n`, for a set `A₀` of sites in `Fin (2 * n)`, says that $M=0$. The sites carry no geometry, so the alternating Néel pattern and every other arrangement with $n$ spins up have the same distribution.

Each orbital holds one electron, so a determinant is labelled by the set of orbitals whose spin is up. If the orbitals are always listed in the same order, $S_+$ flips spins in place and no fermionic signs appear. A state is a function from sets of up spins to real amplitudes. The operator `raise` is $S_+$: the amplitude on a set $A$ collects those on the sets obtained by turning one up spin of $A$ down. The state `config A₀` is $\Phi$, with amplitude one on `A₀` and zero elsewhere.

```lean
variable {ι : Type*} [DecidableEq ι]

/-- The raising operator `S₊`; a state gives an amplitude to each set of up spins. -/
def raise (ψ : Finset ι → ℝ) (A : Finset ι) : ℝ := ∑ i ∈ A, ψ (A.erase i)

/-- The product state whose up spins are exactly those in `A₀`. -/
def config (A₀ : Finset ι) : Finset ι → ℝ := fun B => if B = A₀ then 1 else 0
```

Applying $S_+$ to $\Phi$ $k$ times turns up $k$ different down spins. Each final configuration is reached in $k!$ orders, so

$$S_+^k\Phi=k!\sum_{B\supseteq A_0,\ |B|=|A_0|+k}|B\rangle .$$

The lemma `raise_iterate` proves this by induction for any starting set. A configuration with $k+1$ extra up spins has $k+1$ candidates for the spin flipped last, each contributing $k!$; spins already up in `A₀` contribute nothing.

```lean
/-- Raising a product state `k` times gives amplitude `k!` to each configuration with
`k` further spins up, and zero to all others. -/
theorem raise_iterate (A₀ : Finset ι) (k : ℕ) (B : Finset ι) : raise^[k] (config A₀) B =
    if A₀ ⊆ B ∧ B.card = A₀.card + k then (k.factorial : ℝ) else 0 := by
  induction k generalizing B with
  | zero =>
    by_cases h : B = A₀
    · subst h
      simp [config]
    · have h' : ¬(A₀ ⊆ B ∧ B.card = A₀.card + 0) := fun ⟨a, b⟩ =>
        h (eq_of_subset_of_card_le a (by omega)).symm
      rw [if_neg h']
      simp [config, h]
  | succ k ih =>
    rw [Function.iterate_succ_apply', raise]
    have e : ∀ i ∈ B, raise^[k] (config A₀) (B.erase i) = if i ∈ A₀ then 0 else
        if A₀ ⊆ B ∧ B.card = A₀.card + (k + 1) then (k.factorial : ℝ) else 0 := by
      intro i hi
      have hc := card_erase_add_one hi
      have hh : (B.erase i).card = A₀.card + k ↔ B.card = A₀.card + (k + 1) := by omega
      rw [ih]
      by_cases h : i ∈ A₀
      · simp [subset_erase, h]
      · simp only [subset_erase, h, not_false_eq_true, and_true, hh, if_false]
    rw [sum_congr rfl e]
    by_cases hB : A₀ ⊆ B ∧ B.card = A₀.card + (k + 1)
    · have hc : (B \ A₀).card = k + 1 := by
        have := card_sdiff_add_card_eq_card hB.1
        omega
      simp only [if_pos hB]
      rw [sum_ite, sum_const_zero, zero_add, sum_const, nsmul_eq_mul, ← sdiff_eq_filter, hc,
        Nat.factorial_succ]
      push_cast
      ring
    · simp only [if_neg hB, ite_self, sum_const_zero]
```

This is where equal numbers enter the count. With $n$ down spins available there are $\binom nk$ final configurations, and

$$\|S_+^k\Phi\|^2=(k!)^2\binom nk=k!\,n(n-1)\cdots(n-k+1)=\prod_{i<k}(i+1)(n-i).$$

This is the moment already found for $w_S$. In `norm_sq_raise`, `hA` gives the size of the complement of `A₀`. The bijection `card_bij'` matches each final configuration with the set of spins that were flipped, and the remaining steps rewrite the binomial coefficient as the product.

```lean
/-- The squared norm of `S₊ᵏ` applied to a product state of `n` up and `n` down spins. -/
theorem norm_sq_raise {n k : ℕ} (hk : k ≤ n) {A₀ : Finset (Fin (2 * n))} (hA : A₀.card = n) :
    ∑ B, (raise^[k] (config A₀) B) ^ 2 = ∏ i ∈ range k, ((i : ℝ) + 1) * (n - i) := by
  have hc : A₀ᶜ.card = n := by
    have := card_add_card_compl A₀
    rw [Fintype.card_fin] at this
    omega
  -- the configurations reached correspond to the choices of `k` down spins
  have e : (univ.filter fun B => A₀ ⊆ B ∧ B.card = A₀.card + k).card =
      (powersetCard k A₀ᶜ).card := by
    refine card_bij' (fun B _ => B \ A₀) (fun T _ => A₀ ∪ T) ?_ ?_ ?_ ?_
    · intro B hB
      obtain ⟨h1, h2⟩ := (mem_filter.1 hB).2
      have := card_sdiff_add_card_eq_card h1
      exact mem_powersetCard.2 ⟨fun x hx => mem_compl.2 (mem_sdiff.1 hx).2, by omega⟩
    · intro T hT
      obtain ⟨h1, h2⟩ := mem_powersetCard.1 hT
      have hd : Disjoint A₀ T := disjoint_left.2 fun x hx ht => mem_compl.1 (h1 ht) hx
      exact mem_filter.2 ⟨mem_univ _, subset_union_left, by rw [card_union_of_disjoint hd, h2]⟩
    · intro B hB
      exact union_sdiff_of_subset (mem_filter.1 hB).2.1
    · intro T hT

      ext x
      have h := fun hx : x ∈ T => mem_compl.1 ((mem_powersetCard.1 hT).1 hx)
      simp only [mem_sdiff, mem_union]
      tauto
  rw [card_powersetCard, hc] at e
  have hsq : ∀ B, (raise^[k] (config A₀) B) ^ 2 =
      if A₀ ⊆ B ∧ B.card = A₀.card + k then (k.factorial : ℝ) ^ 2 else 0 := by
    intro B
    rw [raise_iterate]
    split_ifs <;> simp
  have hP : ∏ i ∈ range k, ((i : ℝ) + 1) = (k.factorial : ℝ) := by
    exact_mod_cast prod_range_add_one_eq_factorial k
  have hD : ∏ i ∈ range k, ((n : ℝ) - i) = (n.descFactorial k : ℝ) := by
    rw [Nat.descFactorial_eq_prod_range, Nat.cast_prod]
    exact prod_congr rfl fun i hi =>
      (Nat.cast_sub (by have := mem_range.1 hi; omega)).symm
  rw [sum_congr rfl fun B _ => hsq B, ← sum_filter, sum_const, nsmul_eq_mul, e,
    prod_mul_distrib, hP, hD, Nat.descFactorial_eq_factorial_mul_choose]
  push_cast
  ring
```

Without equal numbers, the ladder factors would have to start from the actual $M$, as $S(S+1)-(M+i)(M+i+1)$. Two spins that are both up show the damage: here $n=1$, the squared norms for $k=0,1$ are $1$ and $0$, and the unmodified equations $p_0+p_1=1$ and $2p_1=0$ would label a pure triplet as a singlet.

## All the norms up to $k=n$

The condition `∀ k ≤ n` supplies $n+1$ equations for $n+1$ weights. Physically, the $k$-th equation is sensitive only to components with $S\ge k$, because $k$ raisings annihilate every component of lower spin. By hand, $L_k(S)=0$ for $S<k$, through the factor with $i=S$, while $L_k(k)>0$.

The system is therefore triangular. Both $p$ and $w$ satisfy it, so their difference obeys

$$\sum_{S=k}^{n}(p_S-w_S)L_k(S)=0 .$$

At $k=n$ this gives $p_n=w_n$. Once the weights above $k$ agree, the $k$-th equation gives $p_k=w_k$, and so on down to $S=0$.

A shorter list of equations leaves room for other real weights. For $n=2$ the weights are $w_0=\tfrac13$, $w_1=\tfrac12$ and $w_2=\tfrac16$, with $\langle S^2\rangle=2$. A pure triplet is also normalised and has $\langle S^2\rangle=2$; only the equation with $k=2$ separates the two. Equations with $k>n$ would add nothing, since both sides vanish.

The theorem `neel_spin_distribution` is an equivalence. Read from left to right, any real `p` that satisfies all the norm equations equals `weight n S` for every `S ≤ n`; positivity of `p` is not assumed, and normalisation is the equation with $k=0$. Read from right to left, these weights do satisfy the equations. Values of `p` above `n` are left free.

In the forward direction, `key` runs the downward solution as a strong induction on $m=n-T$, where `T` is the spin being determined. The step `sum_eq_single` isolates the term at `T`: lower spins drop out because their ladder product is zero, and higher spins because their weights already agree. The positive factor `ladder T T` is then divided out. The reverse direction combines `norm_sq_raise` with `weight_moment`.

```lean
/-- Weights `p S` on the spins `0, ..., n` reproduce the squared norms of `S₊ᵏ` on a product
state of `n` up and `n` down spins, for all `k ≤ n`, exactly when `p S = weight n S`. -/
theorem neel_spin_distribution {n : ℕ} {A₀ : Finset (Fin (2 * n))} (hA : A₀.card = n)
    (p : ℕ → ℝ) :
    (∀ k ≤ n, ∑ S ∈ range (n + 1), p S * ladder k S = ∑ B, (raise^[k] (config A₀) B) ^ 2) ↔
      ∀ S ≤ n, p S = weight n S := by
  constructor
  · intro hp
    -- the triangular system is solved from the highest spin downwards
    have key : ∀ m T, T + m = n → p T - weight n T = 0 := by
      intro m
      induction m using Nat.strong_induction_on with
      | _ m ih =>
        intro T hTm
        have h1 : ∑ S ∈ range (n + 1), (p S - weight n S) * ladder T S = 0 := by
          simp only [sub_mul, sum_sub_distrib]
          rw [hp T (by omega), norm_sq_raise (by omega) hA, weight_moment, sub_self]
        rw [sum_eq_single T ?_ ?_] at h1
        · have hpos : 0 < ladder T T := by
            refine prod_pos fun i hi => ?_
            have h : (i : ℝ) < T := by exact_mod_cast mem_range.1 hi
            have h' : (0 : ℝ) < T + i + 1 := by positivity
            nlinarith [mul_pos (sub_pos.2 h) h']
          exact (mul_eq_zero.1 h1).resolve_right hpos.ne'
        · intro U hU hne
          have hU' := mem_range.1 hU
          rcases lt_or_gt_of_ne hne with h | h
          · have : ladder T U = 0 := prod_eq_zero (mem_range.2 h) (sub_self _)
            rw [this, mul_zero]
          · rw [ih (n - U) (by omega) U (by omega), zero_mul]
        · intro h
          exact absurd (mem_range.2 (by omega)) h
    exact fun S hS => sub_eq_zero.1 (key (n - S) S (by omega))
  · intro hp k hk
    rw [norm_sq_raise hk hA, ← weight_moment]
    exact sum_congr rfl fun S hS => by rw [hp S (by have := mem_range.1 hS; omega)]

end

end NeelSpinDistribution
```

```lean
#print axioms NeelSpinDistribution.weight_sum_and_mean
#print axioms NeelSpinDistribution.neel_spin_distribution
```

```
'NeelSpinDistribution.weight_sum_and_mean' depends on axioms: [propext, Classical.choice, Quot.sound]
'NeelSpinDistribution.neel_spin_distribution' depends on axioms: [propext, Classical.choice, Quot.sound]
```
